# Occupied–empty transition matrices as batches of vectors: a Frobenius isometry that carries \(H-e_v\) to \([H,\cdot]\)

A batch of vectors \(a_v\), one for each occupied orbital \(\varphi_v\), is represented here as a rectangular complex matrix \(A\) with columns \(a_v\). The orbitals are likewise the columns of a matrix \(\varphi\). The condition that every \(a_v\) has no occupied component then selects a subspace of rectangular matrices, and the bijection runs between this subspace and a subspace of square matrices.

Let \(H\) be a Hermitian matrix with orthonormal eigenvectors \(\varphi_v\) and energies \(e_v\), and put \(E=\mathrm{diag}(e)\), so that

\[
\varphi^\dagger\varphi=1,\qquad H\varphi=\varphi E,\qquad P=\varphi\varphi^\dagger,\qquad Q=1-P .
\]

The claim is that \(A\mapsto X=\sum_v a_v\varphi_v^\dagger\) is a linear bijection from batches with \(QA=A\) onto matrices with \(QXP=X\), that it preserves the Frobenius norm, and that it carries the batch \((H-e_v)a_v\) to \([H,X]=HX-XH\).

In the non-interacting, finite-dimensional part of an exciton problem, this lets the energy-difference operator act on one vector per occupied orbital, without a list of empty orbitals.

## From batches to matrices and back

The sum of outer products is \(X=A\varphi^\dagger\), which is linear in \(A\). Orthonormality gives \(P^2=\varphi(\varphi^\dagger\varphi)\varphi^\dagger=P\), hence \(Q^2=1-2P+P^2=Q\).

If \(QA=A\), then \(QXP=QA\varphi^\dagger\varphi\varphi^\dagger=A\varphi^\dagger=X\), so \(X\) lies in the target space. Conversely, if \(QXP=X\), then

\[
QX=Q^2XP=X,\qquad XP=QXP^2=X .
\]

The batch \(X\varphi\) therefore satisfies \(Q(X\varphi)=X\varphi\). The two maps are inverse to each other, because \((A\varphi^\dagger)\varphi=A\) and \((X\varphi)\varphi^\dagger=XP=X\).

For a second batch \(B\) with \(Y=B\varphi^\dagger\), cyclicity of the trace gives

\[
\mathrm{tr}(X^\dagger Y)=\mathrm{tr}(\varphi A^\dagger B\varphi^\dagger)
=\mathrm{tr}(A^\dagger B\varphi^\dagger\varphi)=\mathrm{tr}(A^\dagger B).
\]

Setting \(B=A\) gives equality of the squared Frobenius norms.

## The shifted Hamiltonian becomes a commutator

Since \(H\) is Hermitian and \(E\) is real, the adjoint of \(H\varphi=\varphi E\) is \(\varphi^\dagger H=E\varphi^\dagger\). Therefore

\[
[H,X]=HA\varphi^\dagger-A\varphi^\dagger H=(HA-AE)\varphi^\dagger ,
\]

and column \(v\) of \(HA-AE\) is \((H-e_v)a_v\). It is easy to write \((H-e)X\) here with a single energy \(e\). That equals the commutator only if \(e_v=e\) for every nonzero \(a_v\); in general each column has its own shift, which is why \(E\) stands to the right of \(A\).

The new batch also satisfies the constraint. From \(QA=A-\varphi\varphi^\dagger A\), the condition \(\varphi^\dagger A=0\) implies \(QA=A\). In the other direction, \(QA=A\) gives \(\varphi^\dagger A=\varphi^\dagger QA=\varphi^\dagger A-\varphi^\dagger A=0\). The two conditions are thus equivalent, and

\[
\varphi^\dagger(HA-AE)=E\varphi^\dagger A-\varphi^\dagger AE=0 .
\]

Repeating the commutator \(k\) times and using the trace identity yields the moments

\[
\mathrm{tr}\bigl(X^\dagger[H,\cdot]^kX\bigr)=\sum_v a_v^\dagger(H-e_v)^k a_v .
\]

Such moments determine the coefficients of a Lanczos recursion started from a nonzero \(X\), so for this non-interacting operator the recursion may be run on either representation.

## Orbitals, projectors and the two spaces in Lean

The finite index types `n` and `m` label basis states and occupied orbitals.

```lean
import Mathlib

open Matrix

namespace ExcitonBatches

noncomputable section

variable {n m : Type*} [Fintype n] [DecidableEq n] [Fintype m] [DecidableEq m]
```

`OccupiedSet` collects the physical hypotheses. The type `m → ℝ` makes the energies real. "Occupied" is only a name for the selected eigenvectors: they need not have the lowest energies.

```lean
/-- The columns of `φ` are orthonormal eigenvectors of the Hermitian matrix `H`,
with real energies `e`. -/
structure OccupiedSet (H : Matrix n n ℂ) (φ : Matrix n m ℂ) (e : m → ℝ) : Prop where
  hermitian : H.IsHermitian
  orthonormal : φᴴ * φ = 1
  eigen : H * φ = φ * diagonal (fun v => (e v : ℂ))
```

The next definitions are \(P\), \(Q\), the sum of outer products, the column-by-column action of \(H-e_v\), and the commutator.

```lean
/-- The matrix `P = φ φ†`, the projector onto the occupied orbitals when these are orthonormal. -/
def occProj (φ : Matrix n m ℂ) : Matrix n n ℂ := φ * φᴴ

/-- The complementary matrix `Q = 1 - P`. -/
def emptyProj (φ : Matrix n m ℂ) : Matrix n n ℂ := 1 - occProj φ

/-- The matrix `X = ∑ v, a_v φ_v†` built from a batch whose columns are the vectors `a_v`. -/
def assemble (φ A : Matrix n m ℂ) : Matrix n n ℂ :=
  ∑ v, vecMulVec (fun i => A i v) (star fun j => φ j v)

/-- The batch whose columns are `(H - e_v) a_v`. -/
def shifted (H : Matrix n n ℂ) (e : m → ℝ) (A : Matrix n m ℂ) : Matrix n m ℂ :=
  Matrix.of fun i v => ((H - (e v : ℂ) • (1 : Matrix n n ℂ)) *ᵥ fun j => A j v) i

/-- The commutator `[H, X]`. -/
def commutator (H X : Matrix n n ℂ) : Matrix n n ℂ := H * X - X * H
```

The constraints \(QA=A\) and \(QXP=X\) define complex subspaces, closed under addition and scalar multiplication because both conditions are linear.

```lean
/-- The space of batches with `Q a_v = a_v` for every `v`. -/
def batchSpace (φ : Matrix n m ℂ) : Submodule ℂ (Matrix n m ℂ) where
  carrier := {A | emptyProj φ * A = A}
  add_mem' := by
    intro A B hA hB
    simp only [Set.mem_ofPred_eq] at *
    rw [Matrix.mul_add, hA, hB]
  zero_mem' := by simp
  smul_mem' := by
    intro c A hA
    simp only [Set.mem_ofPred_eq] at *
    rw [Matrix.mul_smul, hA]

/-- The space of matrices with `Q X P = X`. -/
def transitionSpace (φ : Matrix n m ℂ) : Submodule ℂ (Matrix n n ℂ) where
  carrier := {X | emptyProj φ * X * occProj φ = X}
  add_mem' := by
    intro X Y hX hY
    simp only [Set.mem_ofPred_eq] at *
    rw [Matrix.mul_add, Matrix.add_mul, hX, hY]
  zero_mem' := by simp
  smul_mem' := by
    intro c X hX
    simp only [Set.mem_ofPred_eq] at *
    rw [Matrix.mul_smul, Matrix.smul_mul, hX]
```

## Matrix identities behind the bijection

The first two lemmas turn the vector formulas into \(A\varphi^\dagger\) and \(HA-AE\) by comparing entries.

```lean
omit [Fintype n] [DecidableEq n] [DecidableEq m] in
/-- The sum of outer products is the matrix product `A φ†`. -/
theorem assemble_eq (φ A : Matrix n m ℂ) : assemble φ A = A * φᴴ := by
  ext i j
  simp [assemble, Matrix.sum_apply, vecMulVec_apply, Matrix.mul_apply]

/-- The batch of vectors `(H - e_v) a_v` is `H A - A diag(e)`. -/
theorem shifted_eq (H : Matrix n n ℂ) (e : m → ℝ) (A : Matrix n m ℂ) :
    shifted H e A = H * A - A * diagonal (fun v => (e v : ℂ)) := by
  ext i v
  change ((H - (e v : ℂ) • (1 : Matrix n n ℂ)) *ᵥ fun j => A j v) i = _
  rw [Matrix.sub_mulVec, Matrix.smul_mulVec, Matrix.one_mulVec, Matrix.sub_apply,
    Matrix.mul_diagonal, mul_comm (A i v)]
  rfl
```

`batch_iff` is the equivalence of \(QA=A\) and \(\varphi^\dagger A=0\). `transition_sides` first proves that \(P\) and \(Q\) are idempotent, then extracts \(QX=X\) and \(XP=X\) from the two-sided condition.

```lean
/-- For orthonormal orbitals, `Q a_v = a_v` for all `v` exactly when every `a_v` is
orthogonal to every occupied orbital. -/
theorem batch_iff {φ : Matrix n m ℂ} (ho : φᴴ * φ = 1) (A : Matrix n m ℂ) :
    emptyProj φ * A = A ↔ φᴴ * A = 0 := by
  have hQ : emptyProj φ * A = A - φ * (φᴴ * A) := by
    rw [emptyProj, occProj, Matrix.sub_mul, Matrix.one_mul, Matrix.mul_assoc]
  constructor
  · intro h
    rw [← h, hQ, Matrix.mul_sub, ← Matrix.mul_assoc φᴴ φ, ho, Matrix.one_mul, sub_self]
  · intro h
    rw [hQ, h, Matrix.mul_zero, sub_zero]

/-- For orthonormal orbitals, `Q X P = X` implies both `Q X = X` and `X P = X`. -/
theorem transition_sides {φ : Matrix n m ℂ} (ho : φᴴ * φ = 1) {X : Matrix n n ℂ}
    (hX : emptyProj φ * X * occProj φ = X) :
    emptyProj φ * X = X ∧ X * occProj φ = X := by
  have hP : occProj φ * occProj φ = occProj φ := by
    unfold occProj
    rw [Matrix.mul_assoc, ← Matrix.mul_assoc φᴴ φ, ho, Matrix.one_mul]
  have hQ : emptyProj φ * emptyProj φ = emptyProj φ := by
    unfold emptyProj
    rw [Matrix.sub_mul, Matrix.one_mul, Matrix.mul_sub, Matrix.mul_one, hP, sub_self, sub_zero]
  constructor
  · calc emptyProj φ * X = emptyProj φ * (emptyProj φ * X * occProj φ) := by rw [hX]
      _ = emptyProj φ * emptyProj φ * X * occProj φ := by simp only [Matrix.mul_assoc]
      _ = X := by rw [hQ, hX]
  · calc X * occProj φ = emptyProj φ * X * occProj φ * occProj φ := by rw [hX]
      _ = emptyProj φ * X * (occProj φ * occProj φ) := by simp only [Matrix.mul_assoc]
      _ = X := by rw [hP, hX]
```

The trace identity needs orthonormality alone, so it holds for every batch, constrained or not. Its `calc` block moves \(\varphi\) around the trace with `Matrix.trace_mul_comm`.

```lean
/-- For orthonormal orbitals, the Frobenius inner product of two assembled matrices
equals that of their batches. -/
theorem inner_assemble {φ : Matrix n m ℂ} (ho : φᴴ * φ = 1) (A B : Matrix n m ℂ) :
    trace ((assemble φ A)ᴴ * assemble φ B) = trace (Aᴴ * B) := by
  rw [assemble_eq, assemble_eq, conjTranspose_mul, conjTranspose_conjTranspose]
  calc trace (φ * Aᴴ * (B * φᴴ)) = trace (φ * (Aᴴ * B * φᴴ)) := by
        simp only [Matrix.mul_assoc]
    _ = trace (Aᴴ * B * φᴴ * φ) := Matrix.trace_mul_comm _ _
    _ = trace (Aᴴ * B) := by rw [Matrix.mul_assoc (Aᴴ * B), ho, Matrix.mul_one]
```

Hermiticity enters through the adjoint eigenvalue equation, which then gives the commutator identity.

```lean
omit [DecidableEq n] in
/-- The adjoint eigenvalue equation `φ_v† H = e_v φ_v†` for occupied orbitals of a
Hermitian `H`. -/
theorem OccupiedSet.adjoint_eigen {H : Matrix n n ℂ} {φ : Matrix n m ℂ} {e : m → ℝ}
    (h : OccupiedSet H φ e) : φᴴ * H = diagonal (fun v => (e v : ℂ)) * φᴴ := by
  have hd : star (fun v => (e v : ℂ)) = fun v => (e v : ℂ) :=
    funext fun v => Complex.conj_ofReal (e v)
  have h' := congrArg conjTranspose h.eigen
  rwa [conjTranspose_mul, conjTranspose_mul, h.hermitian.eq, diagonal_conjTranspose, hd] at h'

/-- For orthonormal eigenvectors of a Hermitian `H`, assembling the vectors
`(H - e_v) a_v` gives the commutator `[H, X]`. -/
theorem assemble_shifted {H : Matrix n n ℂ} {φ : Matrix n m ℂ} {e : m → ℝ}
    (h : OccupiedSet H φ e) (A : Matrix n m ℂ) :
    assemble φ (shifted H e A) = commutator H (assemble φ A) := by
  simp only [assemble_eq, shifted_eq, commutator, Matrix.sub_mul]
  rw [Matrix.mul_assoc A φᴴ H, h.adjoint_eigen, Matrix.mul_assoc H A, Matrix.mul_assoc A]
```

## The equivalence and its moments

The main theorem provides a complex-linear equivalence `T` whose values are fixed by `assemble`. Its second clause is the isometry, stated for the inner product \(\mathrm{tr}(A^\dagger B)\). The third says that the shifted batch belongs to `batchSpace φ` and that `T` sends it to the commutator.

In the proof, `hto` and `hinv` show that \(A\varphi^\dagger\) and \(X\varphi\) land in the right spaces. The fields `left_inv` and `right_inv` are the two inverse calculations above, and the last lines check that the shifted batch remains orthogonal to the occupied orbitals.

The theorem concerns finite matrices in an orthonormal basis. It contains no electron–hole interaction, and it treats only the block \(QXP\), not the opposite block \(PXQ\).

```lean
/-- For orthonormal eigenvectors of a Hermitian `H`, the map `(a_v) ↦ X = ∑ v, a_v φ_v†` is a
linear bijection from batches with `Q a_v = a_v` onto matrices with `Q X P = X`. It preserves
the Frobenius inner product `tr(A† B)` and carries the batch `(H - e_v) a_v` to `[H, X]`. -/
theorem batch_equiv_transition {H : Matrix n n ℂ} {φ : Matrix n m ℂ} {e : m → ℝ}
    (h : OccupiedSet H φ e) :
    ∃ T : batchSpace φ ≃ₗ[ℂ] transitionSpace φ,
      (∀ A : batchSpace φ, (T A : Matrix n n ℂ) = assemble φ A) ∧
      (∀ A B : batchSpace φ, trace ((T A : Matrix n n ℂ)ᴴ * (T B : Matrix n n ℂ)) =
        trace ((A : Matrix n m ℂ)ᴴ * (B : Matrix n m ℂ))) ∧
      ∀ A : batchSpace φ, ∃ hA : shifted H e A ∈ batchSpace φ,
        (T ⟨shifted H e A, hA⟩ : Matrix n n ℂ) = commutator H (T A) := by
  have ho := h.orthonormal
  have hto : ∀ A : batchSpace φ, assemble φ A ∈ transitionSpace φ := by
    rintro ⟨A, hA⟩
    change emptyProj φ * A = A at hA
    change emptyProj φ * assemble φ A * occProj φ = assemble φ A
    rw [assemble_eq, ← Matrix.mul_assoc, hA, occProj, Matrix.mul_assoc A,
      ← Matrix.mul_assoc φᴴ φ, ho, Matrix.one_mul]
  have hinv : ∀ X : transitionSpace φ, (X : Matrix n n ℂ) * φ ∈ batchSpace φ := by
    rintro ⟨X, hX⟩
    change emptyProj φ * (X * φ) = X * φ
    rw [← Matrix.mul_assoc, (transition_sides ho hX).1]
  -- the inverse map reads off the columns `a_v = X φ_v`
  let T : batchSpace φ ≃ₗ[ℂ] transitionSpace φ :=
    { toFun := fun A => ⟨assemble φ A, hto A⟩
      invFun := fun X => ⟨(X : Matrix n n ℂ) * φ, hinv X⟩
      map_add' := by
        intro A B
        apply Subtype.ext
        simp [assemble_eq, Matrix.add_mul]
      map_smul' := by
        intro c A
        apply Subtype.ext
        simp [assemble_eq, Matrix.smul_mul]
      left_inv := by
        intro A
        apply Subtype.ext
        change assemble φ A * φ = A
        rw [assemble_eq, Matrix.mul_assoc, ho, Matrix.mul_one]
      right_inv := by
        intro X
        apply Subtype.ext
        change assemble φ ((X : Matrix n n ℂ) * φ) = X
        rw [assemble_eq, Matrix.mul_assoc]
        exact (transition_sides ho X.2).2 }
  refine ⟨T, fun _ => rfl, fun A B => inner_assemble ho A B,
    fun A => ⟨?_, assemble_shifted h A⟩⟩
  -- the shifted vectors stay orthogonal to the occupied orbitals
  have hA := (batch_iff ho (A : Matrix n m ℂ)).1 A.2
  refine (batch_iff ho (shifted H e A)).2 ?_
  rw [shifted_eq, Matrix.mul_sub, ← Matrix.mul_assoc, h.adjoint_eigen, Matrix.mul_assoc, hA,
    ← Matrix.mul_assoc, hA, Matrix.mul_zero, Matrix.zero_mul, sub_zero]
```

The moment formula holds for every natural number `k` and every batch. One induction, `hiter`, moves the repeated commutator onto the batch; a second, `hcol`, identifies each column as \((H-e_v)^k a_v\). The trace identity then leaves a sum over columns.

```lean
/-- For orthonormal eigenvectors of a Hermitian `H`, the `k`-th moment of the commutator with
`H` in `X = ∑ v, a_v φ_v†` is the sum over `v` of the moments `a_v† (H - e_v)^k a_v`. -/
theorem commutator_moment {H : Matrix n n ℂ} {φ : Matrix n m ℂ} {e : m → ℝ}
    (h : OccupiedSet H φ e) (A : Matrix n m ℂ) (k : ℕ) :
    trace ((assemble φ A)ᴴ * (commutator H)^[k] (assemble φ A)) =
      ∑ v, (star fun i => A i v) ⬝ᵥ
        ((H - (e v : ℂ) • (1 : Matrix n n ℂ)) ^ k *ᵥ fun i => A i v) := by
  have hiter : (commutator H)^[k] (assemble φ A) = assemble φ ((shifted H e)^[k] A) := by
    induction k with
    | zero => rfl
    | succ k ih =>
      rw [Function.iterate_succ_apply', ih, Function.iterate_succ_apply', assemble_shifted h]
  have hcol : ∀ v, (fun i => ((shifted H e)^[k] A) i v) =
      (H - (e v : ℂ) • (1 : Matrix n n ℂ)) ^ k *ᵥ fun i => A i v := by
    intro v
    clear hiter
    induction k with
    | zero => simp
    | succ k ih =>
      rw [Function.iterate_succ_apply', pow_succ', ← Matrix.mulVec_mulVec, ← ih]
      rfl
  rw [hiter, inner_assemble h.orthonormal]
  simp only [Matrix.trace]
  refine Finset.sum_congr rfl fun v _ => ?_
  rw [← hcol v]
  rfl
```

The example has normalised orbitals \((3/5,4/5,0)\) and \((0,0,1)\), with energies \(-25\) and \(2\). The proof checks Hermiticity, orthonormality and the eigenvalue equation entry by entry.

```lean
/-- A three-level Hamiltonian with two occupied orbitals of energies `-25` and `2`
meets the hypotheses. -/
theorem occupiedSet_witness :
    OccupiedSet (!![7, -24, 0; -24, -7, 0; 0, 0, 2] : Matrix (Fin 3) (Fin 3) ℂ)
      (!![3 / 5, 0; 4 / 5, 0; 0, 1] : Matrix (Fin 3) (Fin 2) ℂ) ![-25, 2] := by
  have h3 : (starRingEnd ℂ) 3 = 3 := Complex.conj_eq_iff_im.2 (by simp)
  have h4 : (starRingEnd ℂ) 4 = 4 := Complex.conj_eq_iff_im.2 (by simp)
  have h5 : (starRingEnd ℂ) 5 = 5 := Complex.conj_eq_iff_im.2 (by simp)
  -- normalisation of the first orbital
  have hn : (starRingEnd ℂ) 3 / (starRingEnd ℂ) 5 * (3 / 5) +
      (starRingEnd ℂ) 4 / (starRingEnd ℂ) 5 * (4 / 5) = 1 := by
    rw [h3, h4, h5]
    norm_num
  refine ⟨?_, ?_, ?_⟩
  · ext i j
    fin_cases i <;> fin_cases j <;> simp [Matrix.conjTranspose_apply]
  · ext i j
    fin_cases i <;> fin_cases j <;>
      norm_num [Matrix.mul_apply, Fin.sum_univ_succ, Matrix.conjTranspose_apply]
    exact hn
  · ext i j
    fin_cases i <;> fin_cases j <;>
      norm_num [Matrix.mul_apply, Fin.sum_univ_succ, Matrix.diagonal]

end

end ExcitonBatches
```

```lean
#print axioms ExcitonBatches.batch_equiv_transition
-- 'ExcitonBatches.batch_equiv_transition' depends on axioms: [propext, Classical.choice, Quot.sound]
#print axioms ExcitonBatches.commutator_moment
-- 'ExcitonBatches.commutator_moment' depends on axioms: [propext, Classical.choice, Quot.sound]
```
